# For a classical quartic oscillator, temperature integration equals coupling integration plus a logarithm

For one classical particle on a line in the potential \(x^2/2+\lambda x^4\), with \(\lambda>0\), a change in the logarithm of the configurational partition function can be obtained by integrating the mean potential energy over inverse temperature, and checked by a second series of runs at inverse temperature 1 and varying coupling. If the inverse temperature goes from \(b_0\) to \(b_1\), the first integral equals the integral of the mean of \(x^4\) over the coupling from \(\lambda/b_0\) to \(\lambda/b_1\), plus \(\tfrac12\ln(b_1/b_0)\).

```lean
import Mathlib

open MeasureTheory Real

namespace QuarticThermodynamicIntegration

noncomputable section

/-- The potential energy of an oscillator with quartic coupling `lam`. -/
def U (lam x : ℝ) : ℝ := x ^ 2 / 2 + lam * x ^ 4

/-- The configurational partition function at inverse temperature `β` and coupling `lam`. -/
def Z (β lam : ℝ) : ℝ := ∫ x : ℝ, exp (-(β * U lam x))

/-- The canonical average of an observable `f` of the position. -/
def avg (β lam : ℝ) (f : ℝ → ℝ) : ℝ :=
  (∫ x : ℝ, f x * exp (-(β * U lam x))) / Z β lam

/-- The Boltzmann weight is integrable at positive temperature and nonnegative coupling. -/
theorem integrable_boltzmann {β lam : ℝ} (hβ : 0 < β) (hl : 0 ≤ lam) :
    Integrable (fun x : ℝ => exp (-(β * U lam x))) := by
  refine (integrable_exp_neg_mul_sq (half_pos hβ)).mono'
    (Continuous.aestronglyMeasurable (by unfold U; fun_prop)) (ae_of_all _ fun x => ?_)
  rw [Real.norm_eq_abs, abs_of_pos (exp_pos _)]
  apply exp_le_exp.mpr
  have h : 0 ≤ β * (lam * x ^ 4) := by positivity
  unfold U
  linarith

/-- The partition function is positive. -/
theorem Z_pos {β lam : ℝ} (hβ : 0 < β) (hl : 0 ≤ lam) : 0 < Z β lam :=
  integral_exp_pos (integrable_boltzmann hβ hl)

/-- Let `A` and `B` be continuous with `B` nonnegative, and let the weight `exp (-(A + c B))` be
integrable for every `c > 0`. Then at `s > 0` the integral of the weight has derivative, with
respect to the parameter, minus the integral of `B` times the weight. -/
theorem hasDerivAt_integral_boltzmann {A B : ℝ → ℝ} (hA : Continuous A) (hB : Continuous B)
    (hB0 : ∀ x, 0 ≤ B x)
    (hint : ∀ c : ℝ, 0 < c → Integrable (fun x : ℝ => exp (-(A x + c * B x))))
    {s : ℝ} (hs : 0 < s) :
    HasDerivAt (fun t => ∫ x : ℝ, exp (-(A x + t * B x)))
      (-∫ x : ℝ, B x * exp (-(A x + s * B x))) s := by
  have key := hasDerivAt_integral_of_dominated_loc_of_deriv_le (μ := volume)
    (F := fun t x => exp (-(A x + t * B x)))
    (F' := fun t x => -(B x * exp (-(A x + t * B x))))
    (bound := fun x => 4 / s * exp (-(A x + s / 4 * B x)))
    (Ioi_mem_nhds (half_lt_self hs))
    (Filter.Eventually.of_forall fun t =>
      Continuous.aestronglyMeasurable (by fun_prop))
    (hint s hs) (Continuous.aestronglyMeasurable (by fun_prop))
    (ae_of_all _ fun x t ht => by
      have ht' : s / 2 < t := ht
      -- part of the exponential decay absorbs the prefactor `B`
      have h1 : B x ≤ 4 / s * exp (s / 4 * B x) := by
        have h := Real.add_one_le_exp (s / 4 * B x)
        calc B x = 4 / s * (s / 4 * B x) := by field_simp
          _ ≤ 4 / s * exp (s / 4 * B x) :=
            mul_le_mul_of_nonneg_left (by linarith) (by positivity)
      have h2 : exp (-(A x + t * B x)) ≤ exp (-(A x + s / 2 * B x)) := by
        apply exp_le_exp.mpr
        have := mul_le_mul_of_nonneg_right ht'.le (hB0 x)
        linarith
      rw [norm_neg, Real.norm_eq_abs, abs_of_nonneg (mul_nonneg (hB0 x) (exp_pos _).le)]
      calc B x * exp (-(A x + t * B x))
          ≤ (4 / s * exp (s / 4 * B x)) * exp (-(A x + s / 2 * B x)) :=
            mul_le_mul h1 h2 (exp_pos _).le (by positivity)
        _ = 4 / s * exp (-(A x + s / 4 * B x)) := by
            rw [mul_assoc, ← Real.exp_add]
            congr 2
            ring)
    ((hint (s / 4) (by positivity)).const_mul (4 / s))
    (ae_of_all _ fun x t _ => by
      have h := ((((hasDerivAt_id t).mul_const (B x)).const_add (A x)).fun_neg).exp
      exact h.congr_deriv (by simp only [id]; ring))
  exact key.2.congr_deriv (integral_neg _)

/-- The derivative of `ln Z` in the inverse temperature is minus the mean potential energy. -/
theorem hasDerivAt_log_Z_beta {β lam : ℝ} (hβ : 0 < β) (hl : 0 ≤ lam) :
    HasDerivAt (fun b => log (Z b lam)) (-avg β lam (U lam)) β := by
  have h := hasDerivAt_integral_boltzmann (A := fun _ => 0) (B := U lam)
    (by fun_prop) (by unfold U; fun_prop) (fun x => by unfold U; positivity)
    (fun c hc => by simpa only [zero_add] using integrable_boltzmann hc hl) hβ
  simp only [zero_add] at h
  have h' : HasDerivAt (fun b => Z b lam)
      (-∫ x : ℝ, U lam x * exp (-(β * U lam x))) β := h
  exact (h'.log (Z_pos hβ hl).ne').congr_deriv (by unfold avg; ring)

/-- The derivative of `ln Z` in the coupling is `-β` times the mean fourth power of
the position. -/
theorem hasDerivAt_log_Z_coupling {β lam : ℝ} (hβ : 0 < β) (hl : 0 < lam) :
    HasDerivAt (fun l => log (Z β l)) (-(β * avg β lam (fun x => x ^ 4))) lam := by
  have e : ∀ t x : ℝ, β * (x ^ 2 / 2) + t * (β * x ^ 4) = β * U t x := by
    intro t x
    unfold U
    ring
  have h := hasDerivAt_integral_boltzmann (A := fun x => β * (x ^ 2 / 2))
    (B := fun x => β * x ^ 4) (by fun_prop) (by fun_prop)
    (fun x => by show (0 : ℝ) ≤ β * x ^ 4; positivity)
    (fun c hc => by simpa only [e] using integrable_boltzmann hβ hc.le) hl
  simp only [e, mul_assoc, integral_const_mul] at h
  have h' : HasDerivAt (fun l => Z β l)
      (-(β * ∫ x : ℝ, x ^ 4 * exp (-(β * U lam x)))) lam := h
  exact (h'.log (Z_pos hβ hl.le).ne').congr_deriv (by unfold avg; ring)

/-- Rescaling the position by `√β` turns a Boltzmann integral at `(β, lam)` into one at
unit inverse temperature and coupling `lam / β`. -/
theorem integral_scaling (f : ℝ → ℝ) {β : ℝ} (hβ : 0 < β) (lam : ℝ) :
    ∫ x : ℝ, f (√β * x) * exp (-(β * U lam x)) =
      (√β)⁻¹ * ∫ y : ℝ, f y * exp (-(1 * U (lam / β) y)) := by
  have e : ∀ x : ℝ, 1 * U (lam / β) (√β * x) = β * U lam x := by
    intro x
    have h2 : √β ^ 2 = β := Real.sq_sqrt hβ.le
    have h4 : √β ^ 4 = β ^ 2 := by rw [show √β ^ 4 = (√β ^ 2) ^ 2 by ring, h2]
    unfold U
    rw [mul_pow, mul_pow, h2, h4]
    field_simp
  have h := Measure.integral_comp_mul_left
    (fun y => f y * exp (-(1 * U (lam / β) y))) (√β)
  rw [abs_of_pos (inv_pos.mpr (Real.sqrt_pos.mpr hβ)), smul_eq_mul] at h
  simp only [e] at h
  exact h

/-- The scaling law `Z(β, lam) = β^(-1/2) Z(1, lam/β)`. -/
theorem Z_scaling {β : ℝ} (hβ : 0 < β) (lam : ℝ) :
    Z β lam = (√β)⁻¹ * Z 1 (lam / β) := by
  simpa [Z] using integral_scaling (fun _ => 1) hβ lam

/-- The scaling law for `ln Z`. -/
theorem log_Z_scaling {β lam : ℝ} (hβ : 0 < β) (hl : 0 < lam) :
    log (Z β lam) = -(log β / 2) + log (Z 1 (lam / β)) := by
  rw [Z_scaling hβ lam, Real.log_mul (inv_pos.mpr (Real.sqrt_pos.mpr hβ)).ne'
    (Z_pos one_pos (div_pos hl hβ).le).ne', Real.log_inv, Real.log_sqrt hβ.le]

/-- The mean potential energy is `1/(2β)` minus the coupling times the mean fourth power of the
position. -/
theorem mean_energy {β lam : ℝ} (hβ : 0 < β) (hl : 0 < lam) :
    avg β lam (U lam) = 1 / (2 * β) - lam * avg β lam (fun x => x ^ 4) := by
  -- the fourth moment at the rescaled state point
  have hm : avg 1 (lam / β) (fun x => x ^ 4) = β ^ 2 * avg β lam (fun x => x ^ 4) := by
    have h := integral_scaling (fun x => x ^ 4) hβ lam
    have h4 : √β ^ 4 = β ^ 2 := by
      rw [show √β ^ 4 = (√β ^ 2) ^ 2 by ring, Real.sq_sqrt hβ.le]
    simp only [mul_pow, h4, mul_assoc, integral_const_mul] at h
    have hs : (√β)⁻¹ ≠ 0 := (inv_pos.mpr (Real.sqrt_pos.mpr hβ)).ne'
    unfold avg
    rw [← mul_div_assoc, h, Z_scaling hβ lam, mul_div_mul_left _ _ hs]
  -- differentiate the scaling law and compare with the direct derivative
  have hi : HasDerivAt (fun b : ℝ => lam / b) (-(lam / β ^ 2)) β := by
    have h := (hasDerivAt_inv hβ.ne').const_mul lam
    simp only [← div_eq_mul_inv] at h
    exact h.congr_deriv (by ring)
  have hc : HasDerivAt (fun b => log (Z 1 (lam / b)))
      (-(1 * avg 1 (lam / β) (fun x => x ^ 4)) * -(lam / β ^ 2)) β :=
    (hasDerivAt_log_Z_coupling one_pos (div_pos hl hβ)).comp β hi
  have hsum := (((Real.hasDerivAt_log hβ.ne').div_const 2).fun_neg).fun_add hc
  have heq : (fun b => log (Z b lam)) =ᶠ[nhds β]
      (fun b => -(log b / 2) + log (Z 1 (lam / b))) := by
    filter_upwards [Ioi_mem_nhds hβ] with b hb
    exact log_Z_scaling hb hl
  have h := (hasDerivAt_log_Z_beta hβ hl.le).unique (hsum.congr_of_eventuallyEq heq)
  rw [hm] at h
  have h3 : -(β⁻¹ / 2) + -(1 * (β ^ 2 * avg β lam (fun x => x ^ 4))) * -(lam / β ^ 2)
      = -(1 / (2 * β)) + lam * avg β lam (fun x => x ^ 4) := by
    field_simp
  linarith

/-- A function with slope `-f`, where `f` is nonnegative, drops by the integral of `f`. -/
theorem integral_of_neg_slope {F f : ℝ → ℝ} (h : ∀ s, 0 < s → HasDerivAt F (-f s) s)
    (hf : ∀ s, 0 ≤ f s) {a b : ℝ} (ha : 0 < a) (hb : 0 < b) :
    ∫ s in a..b, f s = F a - F b := by
  have hd : ∀ s ∈ Set.uIcc a b, HasDerivAt (fun s => -F s) (f s) s := fun s hs =>
    (h s (lt_of_lt_of_le (lt_min ha hb) hs.1)).fun_neg.congr_deriv (neg_neg _)
  have hi : IntervalIntegrable f volume a b :=
    intervalIntegral.intervalIntegrable_deriv_of_nonneg
      (fun s hs => (hd s hs).continuousAt.continuousWithinAt)
      (fun s hs => hd s (Set.Ioo_subset_Icc_self hs)) (fun s _ => hf s)
  rw [intervalIntegral.integral_eq_sub_of_hasDerivAt hd hi]
  ring

/-- Integrating the mean potential energy over inverse temperature gives the same result as
integrating the mean fourth power over coupling at unit inverse temperature, up to the term
`ln(b₁/b₀)/2`. -/
theorem temperature_integration_eq_coupling_integration {b₀ b₁ lam : ℝ}
    (h₀ : 0 < b₀) (h₁ : 0 < b₁) (hl : 0 < lam) :
    ∫ β in b₀..b₁, avg β lam (U lam) =
      log (b₁ / b₀) / 2 + ∫ l in (lam / b₀)..(lam / b₁), avg 1 l (fun x => x ^ 4) := by
  have hn : ∀ (β l : ℝ) (f : ℝ → ℝ), (∀ x, 0 ≤ f x) → 0 ≤ avg β l f := fun β l f hf =>
    div_nonneg (integral_nonneg fun x => mul_nonneg (hf x) (exp_pos _).le)
      (integral_nonneg fun x => (exp_pos _).le)
  have hT := integral_of_neg_slope (F := fun b => log (Z b lam))
    (f := fun b => avg b lam (U lam)) (fun s hs => hasDerivAt_log_Z_beta hs hl.le)
    (fun s => hn s lam _ fun x => by unfold U; positivity) h₀ h₁
  have hC := integral_of_neg_slope (F := fun l => log (Z 1 l))
    (f := fun l => avg 1 l (fun x => x ^ 4))
    (fun s hs => (hasDerivAt_log_Z_coupling one_pos hs).congr_deriv (by rw [one_mul]))
    (fun s => hn 1 s _ fun x => by positivity) (div_pos hl h₀) (div_pos hl h₁)
  -- the scaling law connects the end points of the two paths
  rw [hT, hC, log_Z_scaling h₀ hl, log_Z_scaling h₁ hl, Real.log_div h₁.ne' h₀.ne']
  ring

end

end QuarticThermodynamicIntegration
```

```lean
#print axioms QuarticThermodynamicIntegration.mean_energy
#print axioms QuarticThermodynamicIntegration.temperature_integration_eq_coupling_integration
```

```
'QuarticThermodynamicIntegration.mean_energy' depends on axioms: [propext, Classical.choice, Quot.sound]
'QuarticThermodynamicIntegration.temperature_integration_eq_coupling_integration' depends on axioms: [propext, Classical.choice, Quot.sound]
```

## The oscillator and its four identities

The file works with a single coordinate \(x\) on the whole real line. Its three definitions are the potential energy, the configurational partition function and the canonical average:

\[
U_\lambda(x)=\frac{x^2}{2}+\lambda x^4,\qquad
Z(\beta,\lambda)=\int_{-\infty}^{\infty}e^{-\beta U_\lambda(x)}\,dx,
\]
\[
\langle f\rangle_{\beta,\lambda}=\frac{1}{Z(\beta,\lambda)}\int_{-\infty}^{\infty}f(x)\,e^{-\beta U_\lambda(x)}\,dx .
\]

In Lean these are `U lam x`, `Z β lam` and `avg β lam f`. The inverse temperature \(\beta=1/k_BT\) and the coupling \(\lambda\) are real numbers, and their signs enter as hypotheses of the theorems. The units are reduced, with the harmonic force constant equal to one.

For \(\beta>0\) and \(\lambda>0\), the file proves:

- `hasDerivAt_log_Z_beta`: \(\partial_\beta\ln Z=-\langle U_\lambda\rangle_{\beta,\lambda}\). The Lean statement also includes \(\lambda=0\).
- `hasDerivAt_log_Z_coupling`: \(\partial_\lambda\ln Z=-\beta\langle x^4\rangle_{\beta,\lambda}\).
- `Z_scaling`: \(Z(\beta,\lambda)=\beta^{-1/2}Z(1,\lambda/\beta)\), where Lean writes the prefactor as `(√β)⁻¹` and puts no condition on \(\lambda\); for \(\lambda<0\) both integrals diverge, and the statement reduces to \(0=0\) by Lean's convention for such integrals.
- `mean_energy`: \(\langle U_\lambda\rangle_{\beta,\lambda}=\dfrac{1}{2\beta}-\lambda\langle x^4\rangle_{\beta,\lambda}\).

The last theorem, `temperature_integration_eq_coupling_integration`, compares the two routes. For positive \(b_0\), \(b_1\) and \(\lambda\),

\[
\int_{b_0}^{b_1}\langle U_\lambda\rangle_{\beta,\lambda}\,d\beta
=\frac12\ln\frac{b_1}{b_0}
+\int_{\lambda/b_0}^{\lambda/b_1}\langle x^4\rangle_{1,l}\,dl .
\]

Here \(l\) is the running value of the coupling at inverse temperature 1. Both integrals are oriented, so no order of \(b_0\) and \(b_1\) is assumed. When the system is cooled, \(b_1>b_0\), and the coupling path runs from a larger to a smaller value.

## Potential energy only, and exact averages

\(Z\) contains no momentum integral, and \(\langle U_\lambda\rangle_{\beta,\lambda}\) is the mean potential energy, without the kinetic part. With \(F=-\beta^{-1}\ln Z\) as the configurational free energy, the left side of the last identity is the change in \(\beta F\) between the two temperatures.

For this classical model with one degree of freedom, the identity gives a consistency test for a thermodynamic-integration program: the integral of the mean potential energy along the temperature path should agree, within numerical error, with the integral of the fourth moment along the coupling path plus the logarithmic term. The averages in the theorems are exact integrals. Sampling noise and the quadrature error of a finite grid of state points are not covered, and neither are systems of many particles or quantum effects.

## Differentiating, rescaling and integrating

**Derivatives of \(\ln Z\).** Both derivatives come from one calculation. Take a weight \(e^{-(A(x)+sB(x))}\) with \(B\ge 0\) and \(s>0\). Formally,

\[
\frac{d}{ds}\int e^{-(A+sB)}\,dx=-\int B\,e^{-(A+sB)}\,dx .
\]

Differentiation under the integral is allowed if, for all \(t\) near \(s\), the absolute value of the differentiated integrand stays below one integrable function of \(x\). Let \(t>s/2\). From \(u\le e^u\) with \(u=sB/4\) one gets \(B\le\frac4s e^{sB/4}\), and therefore

\[
B\,e^{-(A+tB)}\le\frac4s\,e^{sB/4}\,e^{-(A+sB/2)}=\frac4s\,e^{-(A+sB/4)} .
\]

The right side no longer depends on \(t\), and it is integrable whenever the weight is integrable at every positive value of the parameter.

For the temperature derivative, set \(A=0\), \(B=U_\lambda\) and \(s=\beta\). For the coupling derivative, set \(A=\beta x^2/2\), \(B=\beta x^4\) and \(s=\lambda\). The weights are integrable because \(e^{-\beta U_\lambda}\le e^{-\beta x^2/2}\). Since \(Z>0\), division by \(Z\) gives the two derivatives of \(\ln Z\).

**Scaling.** Substitute \(y=\sqrt\beta\,x\). Then

\[
\beta U_\lambda(x)=\frac{y^2}{2}+\frac{\lambda}{\beta}\,y^4=U_{\lambda/\beta}(y),\qquad dx=\beta^{-1/2}\,dy ,
\]

which is the scaling law for \(Z\). The same substitution in the fourth moment gives

\[
\langle x^4\rangle_{1,\lambda/\beta}=\beta^2\langle x^4\rangle_{\beta,\lambda}.
\]

**Mean energy.** The logarithm of the scaling law is

\[
\ln Z(\beta,\lambda)=-\tfrac12\ln\beta+\ln Z(1,\lambda/\beta).
\]

Differentiate both sides in \(\beta\). The left side gives \(-\langle U_\lambda\rangle_{\beta,\lambda}\). On the right, the chain rule with \(\frac{d}{d\beta}(\lambda/\beta)=-\lambda/\beta^2\) gives

\[
-\frac1{2\beta}+\frac{\lambda}{\beta^2}\langle x^4\rangle_{1,\lambda/\beta}
=-\frac1{2\beta}+\lambda\langle x^4\rangle_{\beta,\lambda}.
\]

Changing the sign yields the energy relation.

**The two paths.** Integrating the temperature derivative and then applying the scaling law at both end points gives

\[
\int_{b_0}^{b_1}\langle U_\lambda\rangle_{\beta,\lambda}\,d\beta
=\ln Z(b_0,\lambda)-\ln Z(b_1,\lambda)
=\frac12\ln\frac{b_1}{b_0}+\ln Z(1,\lambda/b_0)-\ln Z(1,\lambda/b_1).
\]

At \(\beta=1\) the coupling derivative is \(-\langle x^4\rangle_{1,l}\), so the last two terms are the integral of \(\langle x^4\rangle_{1,l}\) from \(\lambda/b_0\) to \(\lambda/b_1\).

## The same steps in Lean

`integrable_boltzmann` carries out the Gaussian comparison, and `Z_pos` supplies the positivity that the logarithm needs. `hasDerivAt_integral_boltzmann` is the general differentiation lemma; the two theorems on \(\ln Z\) insert the choices of \(A\) and \(B\) given above.

`integral_scaling` performs the substitution for an arbitrary function \(f\). With \(f=1\) it gives `Z_scaling`, and with \(f(y)=y^4\) it gives the moment relation `hm` inside `mean_energy`. That proof then has two expressions for the derivative of one function, and `HasDerivAt.unique` equates them. The scaling law is available only for positive \(b\), so `heq` states that the two functions agree in a neighbourhood of \(\beta\), which is enough for a derivative.

`integral_of_neg_slope` is the fundamental theorem of calculus for a function with slope \(-f\). It needs \(f\) to be integrable on the interval. Instead of proving that the averages are continuous in \(\beta\) or \(l\), the proof uses their sign: if a function is continuous on a closed bounded interval and has a nonnegative derivative inside it, that derivative is integrable on the interval. The final theorem applies this lemma once to each path and joins the end points with `log_Z_scaling`.

## Dominated differentiation in Mathlib

The proof turns on `hasDerivAt_integral_of_dominated_loc_of_deriv_le`. It asks for a neighbourhood of the point \(s\), a formula `F'` for the derivative of the integrand there, and an integrable `bound` on the size of `F'` that is valid throughout the neighbourhood. It also asks for measurability, and for integrability of the original integrand at \(s\) itself.

The neighbourhood chosen here is the half-line \(t>s/2\). No upper limit is required, because \(B\ge0\) makes the weight smaller as \(t\) grows. The exponent is then spent in two parts: of the guaranteed decay \(e^{-sB/2}\), one half absorbs the prefactor \(B\), and the other half remains in the bound. The theorem returns a pair, integrability of `F'` at \(s\) and the derivative of the integral; `key.2` selects the second.

## A negative coupling

Take \(\beta=1\) and \(\lambda=-1\). The weight \(e^{-x^2/2+x^4}\) grows without limit, the partition function diverges, and there is no canonical distribution to average over. Lean assigns the value 0 to a divergent integral and to division by zero, so both averages in `mean_energy` would be 0 and the relation would read \(0=\tfrac12\). The potential confines the particle exactly when \(\lambda\ge0\).

At \(\lambda=0\) the particle is still confined, but every neighbourhood of that point contains negative couplings. The two-sided derivative in the coupling therefore has no meaning there, which is why `hasDerivAt_log_Z_coupling` requires strict positivity while the temperature derivative does not. `mean_energy` and the final theorem inherit the strict condition from the coupling derivative. Their relations remain true for the harmonic oscillator, where \(\langle U_0\rangle_{\beta,0}=1/(2\beta)\) and the coupling path has zero length, but that case is not proved here.
